# For t > 0, a half-filled tight-binding ring of N = 4p+2 sites has energy −2t/(N sin(π/N)) per site and spin, which tends to −2t/π

Take six sites, each with on-site energy zero, on a ring with nearest-neighbour hopping amplitude $-t$, where $t>0$, and fill, in one spin channel, the three lowest levels $-t$, $-2t$, $-t$, which are $-2t$ times the cosines $\tfrac12, 1, \tfrac12$. These cosines are the successive differences of $-1, -\tfrac12, \tfrac12, 1$, the sines of $-90^\circ, -30^\circ, 30^\circ, 90^\circ$, so they add up to $1-(-1)=2$ and the energy per site is $-2t\cdot 2/6=-2t/3$; the same cancellation works on every ring of $N=4p+2$ sites once the cosines are multiplied by $2\sin(\pi/N)$, which is 1 here.

```lean
import Mathlib

open Real Filter Topology

namespace HalfFilledRing

noncomputable section

/-- Tight-binding level `-2t cos(2πr/N)` of a ring with `N ≥ 1` sites and hopping `t`. -/
def level (t : ℝ) (N : ℕ) (r : ℤ) : ℝ := -2 * t * cos (2 * π * r / N)

/-- For `2p+1 ≤ N`, the energy per site, for one spin channel, of a ring with `N` sites in which the
levels `r = -p, ..., p` are filled; they are counted as `r = j - p` with `j = 0, ..., 2p`. -/
def seaEnergy (t : ℝ) (N p : ℕ) : ℝ :=
  (∑ j ∈ Finset.range (2 * p + 1), level t N ((j : ℤ) - (p : ℤ))) / N

/-- Brillouin-zone energy per site, for one spin channel, of the infinite chain with the
states `|k| ≤ π/2` filled. -/
def bzEnergy (t : ℝ) : ℝ := (∫ k in (-(π / 2))..(π / 2), -2 * t * cos k) / (2 * π)

/-- A sum of `M` cosines at equally spaced angles, multiplied by twice the sine of half the
spacing, leaves only two boundary terms. -/
theorem cosine_sum (a h : ℝ) (M : ℕ) :
    2 * sin h * ∑ j ∈ Finset.range M, cos (2 * ((j : ℝ) - a) * h) =
      sin ((2 * ((M : ℝ) - a) - 1) * h) + sin ((2 * a + 1) * h) := by
  induction M with
  | zero =>
    have e : (2 * (((0 : ℕ) : ℝ) - a) - 1) * h = -((2 * a + 1) * h) := by
      rw [Nat.cast_zero]
      ring
    rw [e, sin_neg, Finset.sum_range_zero]
    ring
  | succ M ih =>
    -- each new cosine is a difference of two neighbouring sines
    have e1 : (2 * (((M + 1 : ℕ) : ℝ) - a) - 1) * h = 2 * ((M : ℝ) - a) * h + h := by
      rw [Nat.cast_add, Nat.cast_one]
      ring
    have e2 : (2 * ((M : ℝ) - a) - 1) * h = 2 * ((M : ℝ) - a) * h - h := by ring
    rw [e2, sin_sub] at ih
    rw [Finset.sum_range_succ, e1, sin_add]
    linear_combination ih

/-- On a ring with `N ≥ 2` sites, the sum of the levels `r = -p, ..., p`, divided by `N`, is
`-2t sin((2p+1)π/N) / (N sin(π/N))`. -/
theorem seaEnergy_closed (t : ℝ) (p N : ℕ) (hN : 2 ≤ N) :
    seaEnergy t N p = -2 * t * sin ((2 * p + 1) * (π / N)) / (N * sin (π / N)) := by
  have hN1 : (1 : ℝ) < N := Nat.one_lt_cast.mpr hN
  have hN0 : (0 : ℝ) < N := lt_trans one_pos hN1
  have hs : 0 < sin (π / N) :=
    sin_pos_of_pos_of_lt_pi (div_pos pi_pos hN0) (div_lt_self pi_pos hN1)
  have hsum : ∑ j ∈ Finset.range (2 * p + 1), level t N ((j : ℤ) - (p : ℤ)) =
      -2 * t * ∑ j ∈ Finset.range (2 * p + 1), cos (2 * ((j : ℝ) - p) * (π / N)) := by
    rw [Finset.mul_sum]
    refine Finset.sum_congr rfl fun j _ => ?_
    have e : 2 * π * (((j : ℤ) - (p : ℤ) : ℤ) : ℝ) / N = 2 * ((j : ℝ) - p) * (π / N) := by
      push_cast
      ring
    rw [level, e]
  -- for a symmetric set of levels the two boundary terms coincide
  have key := cosine_sum p (π / N) (2 * p + 1)
  have e : (2 * (((2 * p + 1 : ℕ) : ℝ) - p) - 1) * (π / N) = (2 * p + 1) * (π / N) := by
    push_cast
    ring
  rw [e] at key
  rw [seaEnergy, hsum, div_eq_div_iff hN0.ne' (mul_pos hN0 hs).ne']
  linear_combination (-t * N) * key

/-- With the levels `r = -p, ..., p` filled, which are half of all the levels, the ring with
`N = 4p+2` sites has energy per site `-2t / (N sin(π/N))` in each spin channel. -/
theorem half_filled_energy (t : ℝ) (p : ℕ) :
    seaEnergy t (4 * p + 2) p = -2 * t / ((4 * p + 2) * sin (π / (4 * p + 2))) := by
  have hp : (0 : ℝ) ≤ p := Nat.cast_nonneg p
  have hd : 4 * (p : ℝ) + 2 ≠ 0 := by linarith
  -- at half filling the numerator is the sine of a right angle
  have e : (2 * (p : ℝ) + 1) * (π / (4 * p + 2)) = π / 2 := by
    rw [← mul_div_assoc, div_eq_div_iff hd two_ne_zero]
    ring
  rw [seaEnergy_closed t p (4 * p + 2) (Nat.le_add_left 2 (4 * p))]
  push_cast
  rw [e, sin_pi_div_two, mul_one]

/-- The Brillouin-zone energy per site of the infinite chain with the states `|k| ≤ π/2` filled is
`-2t/π` in each spin channel. -/
theorem bzEnergy_eq (t : ℝ) : bzEnergy t = -2 * t / π := by
  have hd : 2 * π ≠ 0 := mul_ne_zero two_ne_zero pi_ne_zero
  rw [bzEnergy, intervalIntegral.integral_const_mul, integral_cos, sin_neg, sin_pi_div_two,
    div_eq_div_iff hd pi_ne_zero]
  ring

/-- For `t > 0` the half-filled ring with `N = 4p+2` sites has a strictly lower energy per
site than the infinite half-filled chain. -/
theorem ring_below_chain {t : ℝ} (ht : 0 < t) (p : ℕ) :
    seaEnergy t (4 * p + 2) p < bzEnergy t := by
  have hp : (0 : ℝ) ≤ p := Nat.cast_nonneg p
  have hN1 : (1 : ℝ) < 4 * p + 2 := by linarith
  have hN : (0 : ℝ) < 4 * p + 2 := by linarith
  have hx : 0 < π / (4 * (p : ℝ) + 2) := div_pos pi_pos hN
  have hs : 0 < sin (π / (4 * p + 2)) :=
    sin_pos_of_pos_of_lt_pi hx (div_lt_self pi_pos hN1)
  -- the sine is smaller than its argument
  have h : (4 * (p : ℝ) + 2) * sin (π / (4 * p + 2)) < π := by
    rw [mul_comm]
    exact (lt_div_iff₀ hN).mp (sin_lt hx)
  rw [half_filled_energy, bzEnergy_eq, div_lt_div_iff₀ (mul_pos hN hs) pi_pos]
  exact mul_lt_mul_of_neg_left h (by linarith)

/-- As `p` tends to infinity, the energy per site of the half-filled ring with `4p+2` sites
tends to the Brillouin-zone energy of the half-filled chain. -/
theorem half_filled_limit (t : ℝ) :
    Tendsto (fun p : ℕ => seaEnergy t (4 * p + 2) p) atTop (𝓝 (bzEnergy t)) := by
  have hN : ∀ p : ℕ, (0 : ℝ) < 4 * p + 2 := fun p => by
    linarith [Nat.cast_nonneg (α := ℝ) p]
  have hinf : Tendsto (fun p : ℕ => 4 * (p : ℝ) + 2) atTop atTop :=
    tendsto_atTop_mono (fun p => by linarith [Nat.cast_nonneg (α := ℝ) p])
      (tendsto_natCast_atTop_atTop (R := ℝ))
  have hx : Tendsto (fun p : ℕ => π / (4 * (p : ℝ) + 2)) atTop (𝓝[≠] 0) :=
    tendsto_nhdsWithin_iff.mpr ⟨tendsto_const_nhds.div_atTop hinf,
      Eventually.of_forall fun p => (div_pos pi_pos (hN p)).ne'⟩
  -- the slope of the sine at the origin is one
  have hd := (hasDerivAt_sin 0).tendsto_slope_zero
  simp only [zero_add, sin_zero, sub_zero, smul_eq_mul, cos_zero] at hd
  have h1 := (hd.comp hx).const_mul π
  rw [mul_one] at h1
  have h2 : Tendsto (fun p : ℕ => (4 * (p : ℝ) + 2) * sin (π / (4 * p + 2))) atTop (𝓝 π) := by
    refine h1.congr fun p => ?_
    have hpi : π * π⁻¹ = 1 := mul_inv_cancel₀ pi_ne_zero
    rw [Function.comp_apply, inv_div]
    linear_combination ((4 * (p : ℝ) + 2) * sin (π / (4 * p + 2))) * hpi
  rw [bzEnergy_eq]
  exact (tendsto_const_nhds.div h2 pi_ne_zero).congr fun p => (half_filled_energy t p).symm

end

end HalfFilledRing
```

```lean
#print axioms HalfFilledRing.half_filled_energy
#print axioms HalfFilledRing.ring_below_chain
#print axioms HalfFilledRing.half_filled_limit
```

```
'HalfFilledRing.half_filled_energy' depends on axioms: [propext, Classical.choice, Quot.sound]
'HalfFilledRing.ring_below_chain' depends on axioms: [propext, Classical.choice, Quot.sound]
'HalfFilledRing.half_filled_limit' depends on axioms: [propext, Classical.choice, Quot.sound]
```

## Levels, filling and the two energies

An electron hopping on a ring of $N$ sites with amplitude $-t$ has Bloch waves $e^{ikm}$ on site $m$, with the lattice spacing set to 1 and the on-site energy to 0. Periodicity allows $k=2\pi r/N$ for integer $r$, and the energy is $-t(e^{ik}+e^{-ik})=-2t\cos k$. This is `level t N r`, with `t` a real number and `r` an integer. For $N=2$ the formula counts two bonds between the same pair of sites, one each way round the ring, so the levels are $\mp 2t$.

`seaEnergy t N p` adds the levels $r=-p,\dots,p$ and divides by $N$. The sum runs over $j=0,\dots,2p$ with $r=j-p$, because `Finset.range` starts at zero. On a ring of $N=4p+2$ sites these are $2p+1$ levels, half of all the levels in one spin channel. With both spins present the energy doubles.

For $t>0$ this is the ground-state filling. The chosen levels have $|k|\le 2\pi p/(4p+2)<\pi/2$ and therefore negative energy, while all the others have positive energy. For $t<0$ the same set contains the highest levels, and the formula for their sum still holds.

`bzEnergy t` is the corresponding quantity for the infinite chain,
$$\frac{1}{2\pi}\int_{-\pi/2}^{\pi/2}(-2t\cos k)\,dk .$$

The main statements are these:

- `half_filled_energy`: for every real $t$ and every $p\ge 0$, the ring energy is $-2t/(N\sin(\pi/N))$ with $N=4p+2$.
- `bzEnergy_eq`: the chain energy is $-2t/\pi$.
- `half_filled_limit`: the ring energy tends to the chain energy as $p\to\infty$, that is, along $N=2,6,10,\dots$
- `ring_below_chain`: for $t>0$ the ring energy lies strictly below the chain energy at every such $N$.

The model has one band, no interactions, no temperature and no smearing.

## Summing the cosines

Let $h$ be half the angular spacing and $a$ a real offset, and put $\theta_j=2(j-a)h$. Then
$$2\sin h\,\cos\theta_j=\sin(\theta_j+h)-\sin(\theta_j-h),$$
and $\theta_j+h=\theta_{j+1}-h$, so neighbouring terms cancel. Summing over $j=0,\dots,M-1$ leaves
$$2\sin h\sum_{j=0}^{M-1}\cos\theta_j=\sin\big((2(M-a)-1)h\big)+\sin\big((2a+1)h\big).$$

This is `cosine_sum`, proved by induction on $M$. For $M=0$ the sum is empty and the two sines on the right cancel. In the induction step, `sin_add` and `sin_sub` expand the old and the new boundary term around $\theta_M$, and `linear_combination ih` checks that their difference is the added cosine times $2\sin h$.

Now set $a=p$, $M=2p+1$ and $h=\pi/N$. Both boundary terms become $\sin((2p+1)\pi/N)$, and dividing by $2\sin(\pi/N)$ gives
$$\frac1N\sum_{r=-p}^{p}\left(-2t\cos\frac{2\pi r}{N}\right)=\frac{-2t\,\sin((2p+1)\pi/N)}{N\sin(\pi/N)} .$$

This is `seaEnergy_closed`. The condition $N\ge2$ places $\pi/N$ strictly between $0$ and $\pi$, so the denominator is positive. The proof clears denominators and uses the cosine identity multiplied by $-tN$. The theorem allows any $p$, but only for $2p+1\le N$ does the sum describe a filling with each level used at most once.

At half filling, $(2p+1)\pi/(4p+2)=\pi/2$. The numerator sine is 1, which gives
$$E_N=\frac{-2t}{N\sin(\pi/N)},\qquad N=4p+2 .$$
For $p=0$ this is $-t$, as it should be for the single filled level $-2t$ shared by two sites. For $p=1$ it is the $-2t/3$ found at the start.

## From the ring to the infinite chain

The integral of $\cos k$ from $-\pi/2$ to $\pi/2$ is 2, so the chain energy is $-2t\cdot2/(2\pi)=-2t/\pi$. `bzEnergy_eq` does this with Mathlib's `integral_cos`.

For the limit, write $x=\pi/N$. Then
$$N\sin\frac{\pi}{N}=\pi\,\frac{\sin x}{x}\longrightarrow\pi ,$$
because $\sin x/x$ tends to the derivative of the sine at zero, which is 1. In `half_filled_limit`, `hx` states that $x$ tends to zero without being zero, `hd` supplies the slope of the sine, and `h2` is the displayed limit. Dividing the constant $-2t$ by it gives $-2t/\pi$.

The strict inequality uses $\sin x<x$ for $x>0$, hence $N\sin(\pi/N)<\pi$. For $t>0$ the negative number $-2t$ is divided by a smaller positive number on the ring than on the chain, so the ring energy is lower. The Lean proof compares the two fractions after cross-multiplication.

## The ring as a Brillouin-zone sampling

A ring of $N$ sites has the same levels as the infinite chain sampled at the $N$ equally spaced points $k=2\pi r/N$, so for this non-interacting one-band model at half filling the result gives the error of such a mesh in closed form when $N=4p+2$. The sampling is a midpoint rule: around each filled $k$-point lies a cell of width $2\pi/N$, and for $N=4p+2$ the $2p+1$ cells cover exactly the occupied interval from $-\pi/2$ to $\pi/2$. Expanding $x/\sin x=1+x^2/6+\dots$ gives
$$E_N-\left(-\frac{2t}{\pi}\right)\approx-\frac{\pi t}{3N^2}$$
for large $N$. This estimate, the diagonalisation of the ring and the ground-state argument are supplied here by ordinary reasoning, whereas the Lean file starts from the levels and the chosen filling.

## Four sites, and negative hopping

The ring size matters. With $N=4$ the levels are $-2t,0,0,2t$. For $t>0$, half filling of one spin channel puts one electron into the level $-2t$ and one into a zero level, so the energy per site is $-t/2$. The expression $-2t/(N\sin(\pi/N))$ would give $-t/\sqrt2\approx-0.707\,t$. The true value also lies above the chain energy $-2t/\pi\approx-0.637\,t$, so the ordering of ring and chain is reversed as well. Here two allowed $k$-points sit exactly at $\pm\pi/2$, on the edge of the occupied interval.

The sign condition in `ring_below_chain` matters too. For $t=-1$ and $p=0$ the ring energy is $1$ and the chain energy is $2/\pi\approx0.637$, so the ring lies above the chain. Both numbers belong to the filling used in the theorem, which for $t<0$ takes the highest levels. With the lowest half of the levels filled instead, the energies are those for $|t|$, and the ring is again the lower one.
